# The von Weizsäcker energy times the second moment of a positive differentiable density on the line is at least N²/8

## Can T_W · ∫x²n ≥ 1/8 be made rigorous?

I work in units with ħ = m = 1. Let n > 0 be a continuously differentiable density on the line with ∫n = 1, and let T_W = ∫ n'²/(8n) be its von Weizsäcker energy. I assume that x n(x) tends to zero at both ends and that x²n and n'²/n are integrable. I believe that T_W · ∫x²n ≥ 1/8, so that a narrow density must carry a large T_W. I would like a careful proof, checked by machine, and I would like to know which of my assumptions matter.

## Definitions and the completed square

Fix a point a. With all integrals over the whole line, define

    N = ∫ n,    M = ∫ (x − a)² n,    T_W = ∫ n'²/(8n).

Call n admissible if it is positive and differentiable everywhere and the three integrands are integrable. For admissible n,

    T_W · M ≥ N²/8,

which is your inequality when N = 1 and a = 0. The decay of x n need not be assumed, and continuity of n' is used only to classify the cases of equality.

Write n' = q n, which positivity allows, and u = x − a. From |uq| ≤ u² + q² and |u| ≤ 1 + u²,

    |(x − a) n'| ≤ (x − a)² n + n'²/n,
    |(x − a) n| ≤ n + (x − a)² n.

So F = (x − a) n and F' = n + (x − a) n' are both integrable. Integrability of F' gives F a limit at each end, and integrability of F forces both limits to be zero. Hence ∫F' = 0, that is

    ∫ (x − a) n' = −N.

For real t, expand the non-negative function

    R_t = (n' + t (x − a) n)²/(8n) = n'²/(8n) + (t/4)(x − a) n' + (t²/8)(x − a)² n

and integrate:

    0 ≤ ∫ R_t = T_W − tN/4 + t²M/8.

Setting t = 2ω gives, for every real ω,

    T_W + ω²M/2 ≥ ωN/2.

The quadratic (M/2)ω² − (N/2)ω + T_W is therefore nowhere negative, so its discriminant obeys N²/4 − 2M·T_W ≤ 0, which is the bound.

For a Gaussian n = C exp(−b(x − a)²) with C > 0 and b > 0, we have n' = −2b(x − a) n. Then n'²/(8n) = (b²/2)(x − a)² n gives T_W = b²M/2, integration by parts gives N = 2bM, and T_W·M = b²M²/2 = N²/8.

Conversely, suppose equality holds and n' is continuous. Then N > 0 forces M > 0. Put t = N/M, so that T_W = t²M/8 and

    ∫ R_t = t²M/8 − t²M/4 + t²M/8 = 0.

Thus n' = −t(x − a) n almost everywhere, and everywhere by continuity. The function n exp(t(x − a)²/2) has zero derivative, so n = n(a) exp(−(t/2)(x − a)²).

## The Lean file

```lean
import Mathlib

open MeasureTheory

namespace WeizsaeckerUncertainty

noncomputable section

/-- The von Weizsaecker kinetic energy density `n'² / (8 n)`. -/
def tauW (n : ℝ → ℝ) (x : ℝ) : ℝ := deriv n x ^ 2 / (8 * n x)

/-- The von Weizsaecker kinetic energy `T_W = ∫ n'² / (8 n)`. -/
def weizsaecker (n : ℝ → ℝ) : ℝ := ∫ x, tauW n x

/-- The particle number `N = ∫ n`. -/
def particleNumber (n : ℝ → ℝ) : ℝ := ∫ x, n x

/-- The second moment `M = ∫ (x - a)² n` of the density about the point `a`. -/
def secondMoment (n : ℝ → ℝ) (a : ℝ) : ℝ := ∫ x, (x - a) ^ 2 * n x

/-- The weighted square `(n' + t (x - a) n)² / (8 n)`. -/
def residual (n : ℝ → ℝ) (a t x : ℝ) : ℝ := (deriv n x + t * (x - a) * n x) ^ 2 / (8 * n x)

/-- The Gaussian density `C exp (-b (x - a)²)`. -/
def gaussian (C b a x : ℝ) : ℝ := C * Real.exp (-b * (x - a) ^ 2)

/-- A positive differentiable density with finite particle number, finite second moment
about `a` and finite von Weizsaecker energy. -/
structure Admissible (n : ℝ → ℝ) (a : ℝ) : Prop where
  diff : Differentiable ℝ n
  pos : ∀ x, 0 < n x
  int_n : Integrable n
  int_mom : Integrable fun x => (x - a) ^ 2 * n x
  int_tau : Integrable (tauW n)

variable {n : ℝ → ℝ} {a : ℝ}

/-- Integration by parts for an admissible density: `(x - a) n'` is integrable and `∫ (x - a) n' =
-N`. -/
theorem integral_mul_deriv (h : Admissible n a) :
    Integrable (fun x => (x - a) * deriv n x) ∧
      ∫ x, (x - a) * deriv n x = -particleNumber n := by
  -- |(x - a) n'| ≤ (x - a)² n + n'² / n
  have hv : Integrable fun x => (x - a) * deriv n x := by
    have hm : Measurable fun x : ℝ => (x - a) * deriv n x :=
      (measurable_id.sub_const a).mul (measurable_deriv n)
    refine (h.int_mom.add (h.int_tau.const_mul 8)).mono' hm.aestronglyMeasurable
      (ae_of_all _ fun x => ?_)
    show ‖(x - a) * deriv n x‖ ≤ (x - a) ^ 2 * n x + 8 * tauW n x
    have hp := h.pos x
    have hne := hp.ne'
    obtain ⟨q, hq⟩ : ∃ q, deriv n x = q * n x := ⟨_, (div_mul_cancel₀ _ hne).symm⟩
    have e : tauW n x = q ^ 2 * n x / 8 := by
      unfold tauW
      rw [hq]
      field_simp
    rw [e, hq, Real.norm_eq_abs, abs_le]
    constructor <;> nlinarith [mul_nonneg hp.le (sq_nonneg (x - a + q)),
      mul_nonneg hp.le (sq_nonneg (x - a - q)), mul_nonneg hp.le (sq_nonneg q),
      mul_nonneg hp.le (sq_nonneg (x - a))]
  -- |(x - a) n| ≤ n + (x - a)² n
  have hF : Integrable fun x => (x - a) * n x := by
    have hc := h.diff.continuous
    have hc' : Continuous fun x => (x - a) * n x := by fun_prop
    refine (h.int_n.add h.int_mom).mono' hc'.aestronglyMeasurable (ae_of_all _ fun x => ?_)
    show ‖(x - a) * n x‖ ≤ n x + (x - a) ^ 2 * n x
    have hp := h.pos x
    rw [Real.norm_eq_abs, abs_le]
    constructor <;> nlinarith [mul_nonneg hp.le (sq_nonneg (x - a + 1)),
      mul_nonneg hp.le (sq_nonneg (x - a - 1)), mul_nonneg hp.le (sq_nonneg (x - a))]
  have hder : ∀ x, HasDerivAt (fun x => (x - a) * n x) (n x + (x - a) * deriv n x) x :=
    fun x => (((hasDerivAt_id' x).sub_const a).fun_mul (h.diff x).hasDerivAt).congr_deriv
      (by ring)
  -- an integrable function with integrable derivative leaves no boundary term
  have h0 := integral_eq_zero_of_hasDerivAt_of_integrable hder (h.int_n.add hv) hF
  have h1 : ∫ x, (n x + (x - a) * deriv n x) = (∫ x, n x) + ∫ x, (x - a) * deriv n x :=
    integral_add h.int_n hv
  refine ⟨hv, ?_⟩
  unfold particleNumber
  linarith

/-- Completing the square for an admissible density: the weighted square is integrable and its
integral is `T_W - t N / 4 + t² M / 8`. -/
theorem integral_residual (h : Admissible n a) (t : ℝ) :
    Integrable (residual n a t) ∧ ∫ x, residual n a t x =
      weizsaecker n - t * particleNumber n / 4 + t ^ 2 * secondMoment n a / 8 := by
  obtain ⟨hv, hi⟩ := integral_mul_deriv h
  have e : residual n a t = fun x => tauW n x +
      (t / 4 * ((x - a) * deriv n x) + t ^ 2 / 8 * ((x - a) ^ 2 * n x)) := by
    funext x
    have := (h.pos x).ne'
    unfold residual tauW
    field_simp
    ring
  have i1 : Integrable fun x => t / 4 * ((x - a) * deriv n x) := hv.const_mul _
  have i2 : Integrable fun x => t ^ 2 / 8 * ((x - a) ^ 2 * n x) := h.int_mom.const_mul _
  have i12 : Integrable fun x =>
      t / 4 * ((x - a) * deriv n x) + t ^ 2 / 8 * ((x - a) ^ 2 * n x) := i1.add i2
  rw [e]
  refine ⟨h.int_tau.add i12, ?_⟩
  beta_reduce
  rw [integral_add h.int_tau i12, integral_add i1 i2, integral_const_mul, integral_const_mul, hi]
  unfold weizsaecker secondMoment
  ring

/-- For an admissible density, the von Weizsaecker energy plus the energy `ω² M / 2` in a harmonic
well centred at `a` is at least `ω N / 2`. -/
theorem harmonic_bound (h : Admissible n a) (ω : ℝ) :
    ω * particleNumber n / 2 ≤ weizsaecker n + ω ^ 2 * secondMoment n a / 2 := by
  have hn : ∀ x, 0 ≤ residual n a (2 * ω) x := fun x =>
    div_nonneg (sq_nonneg _) (by linarith [h.pos x])
  have h0 : 0 ≤ ∫ x, residual n a (2 * ω) x := integral_nonneg hn
  rw [(integral_residual h (2 * ω)).2] at h0
  nlinarith

/-- For an admissible density, the von Weizsaecker energy times the second moment about `a` is at
least `N² / 8`. -/
theorem weizsaecker_mul_secondMoment_ge (h : Admissible n a) :
    particleNumber n ^ 2 / 8 ≤ weizsaecker n * secondMoment n a := by
  -- a quadratic in ω that is nowhere negative has non-positive discriminant
  have hd : discrim (secondMoment n a / 2) (-particleNumber n / 2) (weizsaecker n) ≤ 0 :=
    discrim_le_zero fun w => by nlinarith [harmonic_bound h w]
  unfold discrim at hd
  nlinarith

/-- For a positive differentiable density with `∫ n = 1` and with `x² n` and `n'² / n`
integrable, `T_W ∫ x² n ≥ 1 / 8`. -/
theorem normalised_bound (hd : Differentiable ℝ n) (hp : ∀ x, 0 < n x) (h1 : ∫ x, n x = 1)
    (hM : Integrable fun x => x ^ 2 * n x) (hF : Integrable fun x => deriv n x ^ 2 / n x) :
    1 / 8 ≤ weizsaecker n * ∫ x, x ^ 2 * n x := by
  have hn : Integrable n := by
    by_contra hc
    rw [integral_undef hc] at h1
    norm_num at h1
  have ht : Integrable (tauW n) := (hF.div_const 8).congr (ae_of_all _ fun x => by
    show deriv n x ^ 2 / n x / 8 = deriv n x ^ 2 / (8 * n x)
    ring)
  have h := weizsaecker_mul_secondMoment_ge (a := 0) ⟨hd, hp, hn, by simpa using hM, ht⟩
  simpa [particleNumber, secondMoment, h1] using h

/-- The Gaussian density obeys `n' = -2 b (x - a) n`. -/
theorem hasDerivAt_gaussian (C b a x : ℝ) :
    HasDerivAt (gaussian C b a) (-2 * b * (x - a) * gaussian C b a x) x := by
  have h2 : HasDerivAt (fun y : ℝ => (y - a) ^ 2) (2 * (x - a)) x :=
    (((hasDerivAt_id' x).sub_const a).fun_pow 2).congr_deriv (by ring)
  exact (((h2.const_mul (-b)).exp).const_mul C).congr_deriv (by unfold gaussian; ring)

/-- For a Gaussian density with `C > 0` the von Weizsaecker energy density is
`b² (x - a)² n / 2`. -/
theorem tauW_gaussian {C : ℝ} (hC : 0 < C) (b a x : ℝ) :
    tauW (gaussian C b a) x = b ^ 2 / 2 * ((x - a) ^ 2 * gaussian C b a x) := by
  have hne : gaussian C b a x ≠ 0 := (mul_pos hC (Real.exp_pos _)).ne'
  unfold tauW
  rw [(hasDerivAt_gaussian C b a x).deriv]
  field_simp
  ring

/-- Every Gaussian density with `C > 0` and `b > 0` is admissible. -/
theorem admissible_witness {C b : ℝ} (hC : 0 < C) (hb : 0 < b) (a : ℝ) :
    Admissible (gaussian C b a) a := by
  have i0 : Integrable fun x : ℝ => Real.exp (-b * x ^ 2) := integrable_exp_neg_mul_sq hb
  have i2 : Integrable fun x : ℝ => x ^ 2 * Real.exp (-b * x ^ 2) := by
    simpa only [Real.rpow_two] using
      integrable_rpow_mul_exp_neg_mul_sq hb (show (-1 : ℝ) < 2 by norm_num)
  have hm : Integrable fun x => (x - a) ^ 2 * gaussian C b a x :=
    ((i2.comp_sub_right a).const_mul C).congr (ae_of_all _ fun x => by
      show C * ((x - a) ^ 2 * Real.exp (-b * (x - a) ^ 2)) = (x - a) ^ 2 * gaussian C b a x
      unfold gaussian
      ring)
  exact ⟨fun x => (hasDerivAt_gaussian C b a x).differentiableAt,
    fun x => mul_pos hC (Real.exp_pos _), (i0.comp_sub_right a).const_mul C, hm,
    (hm.const_mul (b ^ 2 / 2)).congr (ae_of_all _ fun x => (tauW_gaussian hC b a x).symm)⟩

/-- A Gaussian density centred at `a` with `C > 0` and `b > 0` has `T_W M = N² / 8`. -/
theorem gaussian_saturates {C b : ℝ} (hC : 0 < C) (hb : 0 < b) (a : ℝ) :
    weizsaecker (gaussian C b a) * secondMoment (gaussian C b a) a =
      particleNumber (gaussian C b a) ^ 2 / 8 := by
  have hT : weizsaecker (gaussian C b a) = b ^ 2 / 2 * secondMoment (gaussian C b a) a := by
    unfold weizsaecker secondMoment
    rw [← integral_const_mul]
    exact integral_congr_ae (ae_of_all _ fun x => tauW_gaussian hC b a x)
  have hV : ∫ x, (x - a) * deriv (gaussian C b a) x =
      -2 * b * secondMoment (gaussian C b a) a := by
    unfold secondMoment
    rw [← integral_const_mul]
    refine integral_congr_ae (ae_of_all _ fun x => ?_)
    show (x - a) * deriv (gaussian C b a) x = -2 * b * ((x - a) ^ 2 * gaussian C b a x)
    rw [(hasDerivAt_gaussian C b a x).deriv]
    ring
  have hN : particleNumber (gaussian C b a) = 2 * b * secondMoment (gaussian C b a) a := by
    linarith [(integral_mul_deriv (admissible_witness hC hb a)).2]
  rw [hT, hN]
  ring

/-- An admissible density with continuous derivative and `T_W M = N² / 8` is a Gaussian
centred at `a` with `C > 0` and `b > 0`. -/
theorem eq_gaussian_of_saturates (h : Admissible n a) (hcd : Continuous (deriv n))
    (heq : weizsaecker n * secondMoment n a = particleNumber n ^ 2 / 8) :
    ∃ C b, 0 < C ∧ 0 < b ∧ n = gaussian C b a := by
  have hc := h.diff.continuous
  have hN : 0 < particleNumber n := by
    have hs : Function.support n = Set.univ := by
      ext x
      simp [(h.pos x).ne']
    unfold particleNumber
    rw [integral_pos_iff_support_of_nonneg (fun x => (h.pos x).le) h.int_n, hs]
    simp
  have hM0 : 0 ≤ secondMoment n a :=
    integral_nonneg fun x => mul_nonneg (sq_nonneg _) (h.pos x).le
  have hM : secondMoment n a ≠ 0 := fun h0 => by
    rw [h0] at heq
    nlinarith
  obtain ⟨t, ht, hNt⟩ : ∃ t, 0 < t ∧ particleNumber n = t * secondMoment n a :=
    ⟨_, div_pos hN (lt_of_le_of_ne hM0 hM.symm), (div_mul_cancel₀ _ hM).symm⟩
  have hT : weizsaecker n = t ^ 2 * secondMoment n a / 8 :=
    mul_right_cancel₀ hM (by rw [heq, hNt]; ring)
  -- at t = N / M the weighted square integrates to zero
  have hz : ∫ x, residual n a t x = 0 := by
    rw [(integral_residual h t).2, hT, hNt]
    ring
  have hn : ∀ x, 0 ≤ residual n a t x := fun x =>
    div_nonneg (sq_nonneg _) (by linarith [h.pos x])
  have h0 := (integral_eq_zero_iff_of_nonneg hn (integral_residual h t).1).1 hz
  have hae : deriv n =ᵐ[volume] fun x => -(t * (x - a) * n x) := by
    filter_upwards [h0] with x hx
    have hx' : (deriv n x + t * (x - a) * n x) ^ 2 / (8 * n x) = 0 := hx
    rcases div_eq_zero_iff.1 hx' with h1 | h1
    · linarith [(pow_eq_zero_iff two_ne_zero).1 h1]
    · exfalso
      linarith [h.pos x]
  have hode : deriv n = fun x => -(t * (x - a) * n x) :=
    Measure.eq_of_ae_eq hae hcd (by fun_prop)
  -- n exp (t (x - a)² / 2) is constant
  have hG : ∀ x, HasDerivAt (fun y => n y * gaussian 1 (-(t / 2)) a y) 0 x := fun x =>
    ((h.diff x).hasDerivAt.fun_mul (hasDerivAt_gaussian 1 (-(t / 2)) a x)).congr_deriv
      (by rw [congrFun hode x]; ring)
  refine ⟨n a, t / 2, h.pos a, by positivity, funext fun x => ?_⟩
  have hk : n x * Real.exp (-(-(t / 2)) * (x - a) ^ 2) = n a := by
    simpa [gaussian] using is_const_of_deriv_eq_zero (fun y => (hG y).differentiableAt)
      (fun y => (hG y).deriv) x a
  have e : Real.exp (-(-(t / 2)) * (x - a) ^ 2) * Real.exp (-(t / 2) * (x - a) ^ 2) = 1 := by
    rw [← Real.exp_add, ← Real.exp_zero]
    congr 1
    ring
  unfold gaussian
  linear_combination Real.exp (-(t / 2) * (x - a) ^ 2) * hk - n x * e

end

end WeizsaeckerUncertainty
```
```lean
#print axioms WeizsaeckerUncertainty.weizsaecker_mul_secondMoment_ge
-- 'WeizsaeckerUncertainty.weizsaecker_mul_secondMoment_ge' depends on axioms: [propext, Classical.choice, Quot.sound]
#print axioms WeizsaeckerUncertainty.normalised_bound
-- 'WeizsaeckerUncertainty.normalised_bound' depends on axioms: [propext, Classical.choice, Quot.sound]
#print axioms WeizsaeckerUncertainty.gaussian_saturates
-- 'WeizsaeckerUncertainty.gaussian_saturates' depends on axioms: [propext, Classical.choice, Quot.sound]
#print axioms WeizsaeckerUncertainty.eq_gaussian_of_saturates
-- 'WeizsaeckerUncertainty.eq_gaussian_of_saturates' depends on axioms: [propext, Classical.choice, Quot.sound]
```

## What the theorems say about the density

The density is `n : ℝ → ℝ`, `deriv n` is n', and `∫ x` is the Lebesgue integral over the line. The definitions `particleNumber`, `secondMoment`, `weizsaecker`, `tauW` and `residual` are N, M, T_W, n'²/(8n) and R_t. The factor 1/8 is ħ²/(8m) in units ħ = m = 1, since n'²/(8n) = ((√n)')²/2. The fields `diff`, `pos`, `int_n`, `int_mom` and `int_tau` of `Admissible n a` say that n is differentiable, has no nodes, and has finite particle number, spread about a, and Weizsäcker energy.

The theorem `weizsaecker_mul_secondMoment_ge` is the general bound, for any a and any normalisation. The theorem `normalised_bound` is your statement, with integrability of n'²/n as the hypothesis `hF` and with neither decay nor continuity of n' assumed. In `harmonic_bound`, ω²M/2 is the potential energy of the density in a harmonic well of frequency ω centred at a, and for ω > 0 the lower bound is N times the zero-point energy ω/2. Together, `gaussian_saturates` and `eq_gaussian_of_saturates` show that among admissible densities with continuous derivative, equality holds exactly for Gaussians centred at a.

For one particle in one dimension with the real nodeless wave function ψ = √n, ⟨p²⟩ = 2T_W, and the bound reads ⟨p²⟩⟨(x − a)²⟩ ≥ 1/4, the uncertainty relation for that class of states. The theorems are about T_W as a functional of n. Wave functions and the inequality that bounds the kinetic energy of a many-electron state from below by T_W do not enter them. Densities with nodes, kinks or compact support, and densities in higher dimension, are not covered.

## How the proof follows the derivation

In `integral_mul_deriv`, `hv` and `hF` are the two domination estimates. The step `obtain ⟨q, hq⟩` writes n' = q n, and `nlinarith` receives squares such as `sq_nonneg (x - a + q)`, multiplied by n. Measurability of n' comes from `measurable_deriv`, which needs no continuity. The product rule is `hder`, and `integral_eq_zero_of_hasDerivAt_of_integrable` is the argument that removes the boundary term.

In `integral_residual`, the identity `e` is the pointwise expansion of R_t, after which linearity and `hi` give the value. The theorem `harmonic_bound` applies `integral_nonneg` at `2 * ω`, and the main bound passes the resulting quadratic to `discrim_le_zero`. The theorem `normalised_bound` assembles `Admissible` at a = 0.

For Gaussians, `hasDerivAt_gaussian` and `tauW_gaussian` supply n' and the energy density, and `admissible_witness` shifts Mathlib's integrability results for exp(−bx²) and x² exp(−bx²) by a. In `gaussian_saturates`, `hT` is T_W = b²M/2 and `hN` is N = 2bM, so no Gaussian integral is evaluated.

In `eq_gaussian_of_saturates`, `hN` and `hM` give N > 0 and M ≠ 0, `hz` is ∫R_t = 0, and `hae` is the differential equation almost everywhere. The lemma `Measure.eq_of_ae_eq` upgrades it to `hode`, and this is the only use of `hcd`. The integrating factor is written `gaussian 1 (-(t / 2)) a`, `hG` shows that the product has zero derivative, and the witnesses are C = n(a) and b = t/2.

## A staircase density and a Lorentzian

The examples in this section are worked in ordinary mathematics and have not been through the kernel. Allow jump discontinuities at countably many points and take a = 0 with

    n(x) = 2^(−k) for k ≤ |x| < k + 1,    k = 0, 1, 2, …

This n is positive, N = 4, and M is finite. Its derivative vanishes away from the nonzero integers, so ∫ n'²/(8n) = 0 and the bound would read 2 ≤ 0. The step that breaks is integration by parts: ∫ x n' = 0, and the missing −4 sits in the jumps, each pair at ±k contributing −2k·2^(−k). This density is not physically admissible: √n jumps, so the kinetic energy of ψ = √n is infinite, and the value 0 arises only from using the pointwise derivative. The jumps cause the failure, and a kink need not: n = exp(−|x|) has N = 2, M = 4 and T_W = 1/4, so T_W·M = 1 ≥ 1/2.

The Lorentzian n = 1/(π(1 + x²)) meets every condition at a = 0 except `int_mom`. Its second moment diverges, and Lean assigns the value 0 to the integral of a non-integrable function, so without that hypothesis the coded inequality would read 1/8 ≤ 0. This failure belongs to the convention, since with M = +∞ and T_W > 0 the inequality holds trivially. The same convention lets `normalised_bound` deduce integrability of n from `h1`.
